# The first-order relativistic energy shift of a matrix Dirac equation along a continuous solution branch

If I estimate the leading relativistic correction by subtracting a nonrelativistic energy from a Dirac energy, I lose digits to cancellation when the speed of light $c$ is large, and at the physical $c$ the difference also contains all higher orders. I would rather have the slope of the energy in $1/c^2$ directly from the nonrelativistic solution. The formula I know is

$$E'(0)=\frac{\langle g_0,(W-E_0)g_0\rangle}{\langle f_0,f_0\rangle},$$

where $f_0$ is the nonrelativistic upper component, $g_0$ the rescaled lower component, $E_0$ the nonrelativistic energy and $W$ the potential acting on the lower component. The usual derivation differentiates the wave function as well as the energy. Can the formula be made rigorous and machine-checked, and does it need those derivatives?

## An exact identity replaces the derivatives of the wave function

It can be proved for finite matrices, and continuity of the two components at $1/c^2=0$ is enough. The differentiability of the energy then follows.

Take units with $\hbar=m=1$ and count the energy $E$ from the rest energy. Let $V$ be the Hermitian potential matrix for the upper component $f$, and let $B$ represent $\sigma\cdot p$, with adjoint $B^*$. With lower component $\chi$, the Dirac equation reads

$$Vf+cB^*\chi=Ef,\qquad cBf+(W-2c^2)\chi=E\chi .$$

Put $g=c\chi$ and $e=1/c^2$, and divide the second equation by $c$:

$$Vf+B^*g=Ef,\qquad Bf-2g+e(W-E)g=0 .$$

These equations also make sense at $e=0$. There the second one gives $g_0=\tfrac12Bf_0$, and the first becomes the Schrödinger equation $Vf_0+\tfrac12B^*Bf_0=E_0f_0$.

Now pair the upper equation at $e$ with $f_0$:

$$\langle f_0,Vf\rangle+\langle f_0,B^*g\rangle=E\langle f_0,f\rangle .$$

Both terms on the left can be rewritten.

- Since $Bf_0=2g_0$, the second is $\langle Bf_0,g\rangle=2\langle g_0,g\rangle$.
- Since $V$ is Hermitian and $E_0$ is real, the first is $\langle Vf_0,f\rangle=E_0\langle f_0,f\rangle-\langle g_0,Bf\rangle$.
- The lower equation at $e$ gives $\langle g_0,Bf\rangle=2\langle g_0,g\rangle-e\langle g_0,(W-E)g\rangle$.

The terms $2\langle g_0,g\rangle$ cancel, which leaves

$$(E-E_0)\langle f_0,f\rangle=e\langle g_0,(W-E)g\rangle .$$

Writing $W-E=(W-E_0)-(E-E_0)$ and collecting the energy difference gives

$$(E-E_0)\bigl(\langle f_0,f\rangle+e\langle g_0,g\rangle\bigr)=e\langle g_0,(W-E_0)g\rangle .$$

No approximation has been made. For small $e\neq0$ the bracket is nonzero, because it tends to $\langle f_0,f_0\rangle>0$. Hence

$$\frac{E-E_0}{e}=\frac{\langle g_0,(W-E_0)g\rangle}{\langle f_0,f\rangle+e\langle g_0,g\rangle}\longrightarrow\frac{\langle g_0,(W-E_0)g_0\rangle}{\langle f_0,f_0\rangle}\qquad(e\to0).$$

## What the Lean theorem says about the physics

In `direct_relativistic_correction` the components are complex vectors indexed by finite types `m` and `n`, which may differ in size, so `B` may be rectangular. The adjoint is `Bᴴ`, and `star f ⬝ᵥ f` is the inner product, conjugate-linear in its first argument. The structure `IsDiracSolution` holds the two rescaled equations.

The hypothesis `hsol` says that `E e`, `f e` and `g e` solve these equations for all real $e$ near zero. Positive $e$ corresponds to a finite speed of light; negative $e$ is a mathematical continuation. The other hypotheses are that `V` is Hermitian, that `f` and `g` are continuous at zero, and that `f 0` is nonzero. `W` need not be Hermitian, though for a physical potential it is.

The conclusion, `HasDerivAt`, says that the energy has a derivative at $e=0$ and that it equals the quotient above. The energy is real but is regarded as a complex-valued function, so that it can be compared with the complex inner products. The vectors are not normalised; if $\langle f_0,f_0\rangle=1$, the slope is simply $\langle g_0,(W-E_0)g_0\rangle$.

The model has one particle and finite matrices in orthonormal bases. The existence of a continuous branch is assumed in general and proved in Lean only for the free-particle example. Unbounded operators, such as those of the Coulomb problem without a finite basis, are not treated, nor is the Foldy–Wouthuysen transformation.

```lean
import Mathlib

open Matrix Filter Topology
open scoped ComplexOrder

namespace DiracDirectPerturbation

noncomputable section

variable {m n : Type*} [Fintype m] [Fintype n]

/-- The Dirac equation for the upper component `f` and the rescaled lower component `g`,
with `e = 1/c²` and the energy `E` counted from the rest energy. -/
structure IsDiracSolution (V : Matrix m m ℂ) (W : Matrix n n ℂ) (B : Matrix n m ℂ)
    (e E : ℝ) (f : m → ℂ) (g : n → ℂ) : Prop where
  upper : V *ᵥ f + Bᴴ *ᵥ g = (E : ℂ) • f
  lower : B *ᵥ f - (2 : ℂ) • g + (e : ℂ) • (W *ᵥ g - (E : ℂ) • g) = 0

/-- At finite speed of light `c`, the rescaled equations with `g = c χ` are equivalent to the
Dirac equation for the components `f` and `χ`. -/
theorem rescaled_iff_dirac (V : Matrix m m ℂ) (W : Matrix n n ℂ) (B : Matrix n m ℂ)
    {c : ℝ} (hc : c ≠ 0) (E : ℝ) (f : m → ℂ) (χ : n → ℂ) :
    IsDiracSolution V W B (1 / c ^ 2) E f ((c : ℂ) • χ) ↔
      V *ᵥ f + (c : ℂ) • (Bᴴ *ᵥ χ) = (E : ℂ) • f ∧
      (c : ℂ) • (B *ᵥ f) + (W *ᵥ χ - (2 * (c : ℂ) ^ 2) • χ) = (E : ℂ) • χ := by
  have hc' : (c : ℂ) ≠ 0 := Complex.ofReal_ne_zero.2 hc
  -- the two forms of the lower equation differ by a factor `c`
  have key : B *ᵥ f - (2 : ℂ) • ((c : ℂ) • χ) + ((1 / c ^ 2 : ℝ) : ℂ) •
      (W *ᵥ ((c : ℂ) • χ) - (E : ℂ) • ((c : ℂ) • χ)) =
      (c : ℂ)⁻¹ • ((c : ℂ) • (B *ᵥ f) + (W *ᵥ χ - (2 * (c : ℂ) ^ 2) • χ) - (E : ℂ) • χ) := by
    rw [Matrix.mulVec_smul]
    push_cast
    ext i
    simp only [Pi.add_apply, Pi.sub_apply, Pi.smul_apply, smul_eq_mul]
    field_simp
    ring
  constructor
  · intro h
    have u := h.upper
    have l := h.lower
    rw [Matrix.mulVec_smul] at u
    rw [key] at l
    exact ⟨u, sub_eq_zero.1 ((smul_eq_zero.1 l).resolve_left (inv_ne_zero hc'))⟩
  · rintro ⟨u, l⟩
    refine ⟨?_, ?_⟩
    · rw [Matrix.mulVec_smul]
      exact u
    · rw [key, l, sub_self, smul_zero]

/-- In the nonrelativistic limit the upper component fixes the lower one by `B f = 2 g`. -/
theorem lower_component_at_zero {V : Matrix m m ℂ} {W : Matrix n n ℂ} {B : Matrix n m ℂ}
    {E : ℝ} {f : m → ℂ} {g : n → ℂ} (h : IsDiracSolution V W B 0 E f g) :
    B *ᵥ f = (2 : ℂ) • g := by
  have l := h.lower
  rw [Complex.ofReal_zero, zero_smul, add_zero] at l
  exact sub_eq_zero.1 l

/-- At `e = 0` the equations are equivalent to `g = B f / 2` together with the Schrödinger
equation with kinetic energy `B* B / 2`. -/
theorem nonrelativistic_limit_iff (V : Matrix m m ℂ) (W : Matrix n n ℂ) (B : Matrix n m ℂ)
    (E : ℝ) (f : m → ℂ) (g : n → ℂ) :
    IsDiracSolution V W B 0 E f g ↔ g = (1 / 2 : ℂ) • (B *ᵥ f) ∧
      V *ᵥ f + (1 / 2 : ℂ) • (Bᴴ *ᵥ (B *ᵥ f)) = (E : ℂ) • f := by
  constructor
  · intro h
    have hg : g = (1 / 2 : ℂ) • (B *ᵥ f) := by
      rw [lower_component_at_zero h]
      module
    have u := h.upper
    rw [hg, Matrix.mulVec_smul] at u
    exact ⟨hg, u⟩
  · rintro ⟨hg, hu⟩
    subst hg
    refine ⟨?_, ?_⟩
    · rw [Matrix.mulVec_smul]
      exact hu
    · rw [Complex.ofReal_zero, zero_smul]
      module

/-- An exact relation, at any `e`, between the relativistic energy `E` and the
nonrelativistic energy `E₀`. -/
theorem exact_energy_shift {V : Matrix m m ℂ} {W : Matrix n n ℂ} {B : Matrix n m ℂ}
    (hV : V.IsHermitian) {e E₀ E : ℝ} {f₀ f : m → ℂ} {g₀ g : n → ℂ}
    (h₀ : IsDiracSolution V W B 0 E₀ f₀ g₀) (h : IsDiracSolution V W B e E f g) :
    ((E : ℂ) - E₀) * (star f₀ ⬝ᵥ f + e * (star g₀ ⬝ᵥ g)) =
      e * (star g₀ ⬝ᵥ (W *ᵥ g - (E₀ : ℂ) • g)) := by
  have s2 : star (2 : ℂ) = 2 := by simp
  have sE : star (E₀ : ℂ) = E₀ := Complex.conj_ofReal E₀
  -- pair each equation with the matching component of the other solution
  have u := congrArg (fun v => star f₀ ⬝ᵥ v) h.upper
  have l := congrArg (fun v => star g₀ ⬝ᵥ v) h.lower
  have u₀ := congrArg (fun v => star v ⬝ᵥ f) h₀.upper
  have l₀ := congrArg (fun v => star v ⬝ᵥ g) (lower_component_at_zero h₀)
  simp only [star_add, star_smul, Matrix.star_mulVec, ← Matrix.dotProduct_mulVec,
    add_dotProduct, smul_dotProduct, dotProduct_add, dotProduct_sub, dotProduct_smul,
    dotProduct_zero, hV.eq, Matrix.conjTranspose_conjTranspose, smul_eq_mul, s2, sE]
    at u l u₀ l₀ ⊢
  linear_combination u₀ - u + l₀ - l

/-- Direct relativistic correction: along a solution branch continuous at `e = 0`, with `V`
Hermitian and `f 0` nonzero, the energy is differentiable in `e = 1/c²` at the nonrelativistic
limit, with slope `⟨g, (W - E) g⟩ / ⟨f, f⟩` taken at `e = 0`. -/
theorem direct_relativistic_correction {V : Matrix m m ℂ} {W : Matrix n n ℂ}
    {B : Matrix n m ℂ} (hV : V.IsHermitian) {E : ℝ → ℝ} {f : ℝ → m → ℂ} {g : ℝ → n → ℂ}
    (hsol : ∀ᶠ e in 𝓝 (0 : ℝ), IsDiracSolution V W B e (E e) (f e) (g e))
    (hf : ContinuousAt f 0) (hg : ContinuousAt g 0) (hf0 : f 0 ≠ 0) :
    HasDerivAt (fun e => (E e : ℂ))
      (star (g 0) ⬝ᵥ (W *ᵥ g 0 - (E 0 : ℂ) • g 0) / (star (f 0) ⬝ᵥ f 0)) 0 := by
  have h₀ : IsDiracSolution V W B 0 (E 0) (f 0) (g 0) := hsol.self_of_nhds
  have hne : star (f 0) ⬝ᵥ f 0 ≠ 0 := by
    intro h

    exact hf0 (dotProduct_star_self_eq_zero.1 h)
  have c1 : Continuous fun v : n → ℂ => star (g 0) ⬝ᵥ (W *ᵥ v - (E 0 : ℂ) • v) := by
    simp only [dotProduct, Matrix.mulVec, Pi.sub_apply, Pi.smul_apply]
    fun_prop
  have c2 : Continuous fun v : m → ℂ => star (f 0) ⬝ᵥ v := by
    simp only [dotProduct]
    fun_prop
  have c3 : Continuous fun v : n → ℂ => star (g 0) ⬝ᵥ v := by
    simp only [dotProduct]
    fun_prop
  have hN : Tendsto (fun e => star (g 0) ⬝ᵥ (W *ᵥ g e - (E 0 : ℂ) • g e)) (𝓝 (0 : ℝ))
      (𝓝 (star (g 0) ⬝ᵥ (W *ᵥ g 0 - (E 0 : ℂ) • g 0))) := (c1.tendsto (g 0)).comp hg
  have hD : Tendsto (fun e : ℝ => star (f 0) ⬝ᵥ f e + (e : ℂ) * (star (g 0) ⬝ᵥ g e))
      (𝓝 (0 : ℝ)) (𝓝 (star (f 0) ⬝ᵥ f 0 + ((0 : ℝ) : ℂ) * (star (g 0) ⬝ᵥ g 0))) :=
    ((c2.tendsto (f 0)).comp hf).add
      ((Complex.continuous_ofReal.tendsto 0).mul ((c3.tendsto (g 0)).comp hg))
  rw [Complex.ofReal_zero, zero_mul, add_zero] at hD
  -- for nonzero `e` near zero the difference quotient is a ratio whose limit is known
  rw [hasDerivAt_iff_tendsto_slope]
  refine Tendsto.congr' ?_ ((hN.div hD hne).mono_left nhdsWithin_le_nhds)
  filter_upwards [nhdsWithin_le_nhds hsol, nhdsWithin_le_nhds (hD.eventually_ne hne),
    self_mem_nhdsWithin] with e he hd he0
  have hd' : star (f 0) ⬝ᵥ f e + (e : ℂ) * (star (g 0) ⬝ᵥ g e) ≠ 0 := hd
  have he' : (e : ℂ) ≠ 0 := Complex.ofReal_ne_zero.2 he0
  have q : star (g 0) ⬝ᵥ (W *ᵥ g e - (E 0 : ℂ) • g e) /
      (star (f 0) ⬝ᵥ f e + (e : ℂ) * (star (g 0) ⬝ᵥ g e)) =
      (e : ℂ)⁻¹ * ((E e : ℂ) - E 0) := by
    rw [div_eq_iff hd', mul_assoc, exact_energy_shift hV h₀ he, inv_mul_cancel_left₀ he']
  simp only [slope, vsub_eq_sub, sub_zero, Complex.real_smul, Complex.ofReal_inv]
  exact q

/-- The same correction written with the nonrelativistic upper component alone:
`⟨B f, (W - E) B f⟩ / (4 ⟨f, f⟩)`. -/
theorem correction_from_upper_component {V : Matrix m m ℂ} {W : Matrix n n ℂ}
    {B : Matrix n m ℂ} (hV : V.IsHermitian) {E : ℝ → ℝ} {f : ℝ → m → ℂ} {g : ℝ → n → ℂ}
    (hsol : ∀ᶠ e in 𝓝 (0 : ℝ), IsDiracSolution V W B e (E e) (f e) (g e))
    (hf : ContinuousAt f 0) (hg : ContinuousAt g 0) (hf0 : f 0 ≠ 0) :
    HasDerivAt (fun e => (E e : ℂ))
      (star (B *ᵥ f 0) ⬝ᵥ (W *ᵥ (B *ᵥ f 0) - (E 0 : ℂ) • (B *ᵥ f 0)) /
        (4 * (star (f 0) ⬝ᵥ f 0))) 0 := by
  refine (direct_relativistic_correction hV hsol hf hg hf0).congr_deriv ?_
  have s2 : star (2 : ℂ) = 2 := by simp
  rw [lower_component_at_zero hsol.self_of_nhds]
  simp only [Matrix.mulVec_smul, star_smul, smul_dotProduct, dotProduct_sub,
    dotProduct_smul, smul_eq_mul, s2]
  ring

/-- The coupling `B` of a free particle with a single momentum value `b`. -/
def freeB (b : ℝ) : Matrix (Fin 1) (Fin 1) ℂ := fun _ _ => (b : ℂ)

/-- The energy `b² / (1 + √(1 + e b²))` of the free particle. -/
def freeEnergy (b e : ℝ) : ℝ := b ^ 2 / (1 + √(1 + e * b ^ 2))

/-- The upper component `1 + √(1 + e b²)` of the free particle. -/
def freeUpper (b e : ℝ) : Fin 1 → ℂ := fun _ => ((1 + √(1 + e * b ^ 2) : ℝ) : ℂ)

/-- The rescaled lower component `b` of the free particle. -/
def freeLower (b : ℝ) : Fin 1 → ℂ := fun _ => (b : ℂ)

/-- The free particle solves the rescaled Dirac equation whenever `1 + e b² ≥ 0`. -/
theorem free_particle_witness (b e : ℝ) (he : 0 ≤ 1 + e * b ^ 2) :
    IsDiracSolution 0 0 (freeB b) e (freeEnergy b e) (freeUpper b e) (freeLower b) := by
  have hs : 1 + √(1 + e * b ^ 2) ≠ 0 := by positivity
  have h1 : freeEnergy b e * (1 + √(1 + e * b ^ 2)) = b ^ 2 := div_mul_cancel₀ _ hs
  have h2 : e * freeEnergy b e = √(1 + e * b ^ 2) - 1 := by
    unfold freeEnergy
    rw [← mul_div_assoc, div_eq_iff hs]
    linear_combination -(Real.sq_sqrt he)
  have h1c := congrArg (fun x : ℝ => (x : ℂ)) h1
  have h2c := congrArg (fun x : ℝ => (x : ℂ)) h2
  push_cast at h1c h2c
  refine ⟨?_, ?_⟩
  · ext i
    simp only [Matrix.zero_mulVec, zero_add, Pi.smul_apply, Matrix.mulVec, dotProduct,
      Finset.univ_unique, Finset.sum_singleton, Matrix.conjTranspose_apply, freeB, freeUpper,
      freeLower, smul_eq_mul, Complex.star_def, Complex.conj_ofReal]
    push_cast
    linear_combination -h1c
  · ext i
    simp only [Matrix.zero_mulVec, zero_sub, Pi.add_apply, Pi.sub_apply, Pi.neg_apply,
      Pi.zero_apply, Pi.smul_apply, Matrix.mulVec, dotProduct, Finset.univ_unique,
      Finset.sum_singleton, freeB, freeUpper, freeLower, smul_eq_mul]
    push_cast
    linear_combination -(b : ℂ) * h2c

/-- For the free particle of momentum `b` the first-order relativistic correction
is `-b⁴/8`. -/
theorem free_particle_correction (b : ℝ) :
    HasDerivAt (fun e => (freeEnergy b e : ℂ)) (-(b : ℂ) ^ 4 / 8) 0 := by
  have hc : Continuous fun e : ℝ => 1 + e * b ^ 2 := by fun_prop
  have hpos : ∀ᶠ e in 𝓝 (0 : ℝ), 0 < 1 + e * b ^ 2 :=
    (isOpen_lt continuous_const hc).mem_nhds (by simp)
  have hU : freeUpper b 0 = fun _ => (2 : ℂ) := by
    funext i
    norm_num [freeUpper]
  have hE : freeEnergy b 0 = b ^ 2 / 2 := by norm_num [freeEnergy]
  have hcont : Continuous (freeUpper b) := by
    refine continuous_pi fun i => ?_
    change Continuous fun e : ℝ => ((1 + √(1 + e * b ^ 2) : ℝ) : ℂ)
    fun_prop
  have hne : freeUpper b 0 ≠ 0 := by
    rw [hU]
    intro h
    exact two_ne_zero (congrFun h 0)
  refine (direct_relativistic_correction (g := fun _ => freeLower b) Matrix.isHermitian_zero
    (hpos.mono fun e he => free_particle_witness b e he.le)
    hcont.continuousAt continuousAt_const hne).congr_deriv ?_
  rw [hU, hE]
  simp only [Matrix.zero_mulVec, zero_sub, dotProduct, Finset.univ_unique,
    Finset.sum_singleton, Pi.star_apply, Pi.neg_apply, Pi.smul_apply, smul_eq_mul, freeLower,
    Complex.star_def, Complex.conj_ofReal, map_ofNat]
  push_cast
  ring

end

end DiracDirectPerturbation
```

```lean
#print axioms DiracDirectPerturbation.nonrelativistic_limit_iff
#print axioms DiracDirectPerturbation.direct_relativistic_correction
#print axioms DiracDirectPerturbation.correction_from_upper_component
#print axioms DiracDirectPerturbation.free_particle_correction
```

```
'DiracDirectPerturbation.nonrelativistic_limit_iff' depends on axioms: [propext, Classical.choice, Quot.sound]
'DiracDirectPerturbation.direct_relativistic_correction' depends on axioms: [propext, Classical.choice, Quot.sound]
'DiracDirectPerturbation.correction_from_upper_component' depends on axioms: [propext, Classical.choice, Quot.sound]
'DiracDirectPerturbation.free_particle_correction' depends on axioms: [propext, Classical.choice, Quot.sound]
```

## How the Lean proof follows the calculation

`rescaled_iff_dirac` justifies the change of variables for $c\neq0$: its step `key` shows that the two forms of the lower equation differ by the factor $1/c$. `lower_component_at_zero` extracts $Bf_0=2g_0$, and `nonrelativistic_limit_iff` shows that the equations at $e=0$ are equivalent to this relation together with the Schrödinger equation.

`exact_energy_shift` is the identity derived above. The four uses of `congrArg` form the inner products, and `simp only` expands them and moves the matrices across by their adjoints, using that `V` is Hermitian. The final `linear_combination u₀ - u + l₀ - l` adds the four scalar equations with the signs that make the unwanted terms cancel.

In the main theorem, `hN` and `hD` are the limits of the numerator and the denominator. `hasDerivAt_iff_tendsto_slope` turns the claim into a limit of difference quotients. `filter_upwards` restricts attention to nonzero $e$ close enough to zero for the equations to hold and the denominator not to vanish. There `q` identifies the difference quotient with the ratio from the exact identity.

`correction_from_upper_component` substitutes $g_0=\tfrac12Bf_0$ and obtains

$$E'(0)=\frac{\langle Bf_0,(W-E_0)Bf_0\rangle}{4\langle f_0,f_0\rangle}.$$

The remaining declarations treat a free particle with one momentum value $b$, for which $V=W=0$ and

$$E(e)=\frac{b^2}{1+\sqrt{1+eb^2}},\qquad f(e)=1+\sqrt{1+eb^2},\qquad g(e)=b .$$

`free_particle_witness` verifies both equations whenever $1+eb^2\ge0$, using $(\sqrt{1+eb^2}-1)(\sqrt{1+eb^2}+1)=eb^2$. `free_particle_correction` then applies the main theorem. After normalisation $f_0=1$ and $g_0=b/2$, and with $E_0=b^2/2$ the slope is $-b^4/8$, the coefficient of $1/c^2$ in the familiar correction $-p^4/(8c^2)$ to the kinetic energy.

## The formula in a one-electron code

In a one-electron calculation with orthonormal finite bases, this is the first-order step of direct perturbation theory for the matrix Dirac equation. The matrix $\tfrac12B^*B$ is the usual kinetic-energy matrix only if the lower basis can represent $\sigma\cdot p$ applied to every upper basis function. Diagonalise $V+\tfrac12B^*B$, take an eigenpair `E0`, `f`, and evaluate in Python with NumPy:

```python
g = B @ f / 2
slope = np.vdot(g, W @ g - E0 * g) / np.vdot(f, f)
```

The first-order energy shift is `slope / c**2`. If the nonrelativistic energy is degenerate, an arbitrary eigenvector `f` can give a wrong slope; the theorem applies when `f` is the limit of the relativistic branch being followed.

## A degenerate level shows why continuity matters

The following matrices are chosen for a mathematical test and do not model a particular physical system. Let $V=0$, let $B$ be the $2\times2$ identity, and let $W=\mathrm{diag}(1,0)$. At $e=0$ every nonzero vector is an eigenvector, with $E_0=\tfrac12$. For $e\neq0$ near zero, follow the branch $f(e)=(1,0)$, $g(e)=(E(e),0)$, where $E(e)$ is the root near $\tfrac12$ of

$$1-2E+e(1-E)E=0 .$$

Its slope at zero is $\tfrac18$.

Now choose $f(0)=(1,1)$ and $g(0)=(\tfrac12,\tfrac12)$. The equations still hold at every $e$ near zero, and $f(0)\neq0$, but the components jump at $e=0$. The quotient formula now gives $0$, the average of the slopes $\tfrac18$ and $-\tfrac18$ of the two branches. With the continuous choice $f(0)=(1,0)$, $g(0)=(\tfrac12,0)$ it gives $\tfrac18$, as it should.
